# For positive gaps, the matrix $1/(x_i+x_j)$ has rank equal to the number of distinct gaps

Setting up a Laplace-transformed second-order perturbation (MP2) calculation includes choosing the number of quadrature points. Each point adds one term in which the energy denominator splits into a product, and the cost grows with the number of terms. The result below bears on that choice: for a finite set of positive orbital-energy gaps, a quadrature with fewer points than there are distinct gaps cannot reproduce every denominator exactly.

In canonical Hartree–Fock orbitals with energies $\varepsilon_p$, the MP2 denominator for a double excitation from occupied orbitals $o,o'$ to virtual orbitals $a,a'$ is, up to an overall sign,
$$
(\varepsilon_a-\varepsilon_o)+(\varepsilon_{a'}-\varepsilon_{o'}) .
$$
It is a sum of two single-excitation gaps. Let one index $i$ stand for a whole single excitation $o\to a$, and write $x_i=\varepsilon_a-\varepsilon_o$. The denominators then enter through the numbers $1/(x_i+x_j)$. The index $i$ runs over a finite type `n`, as it does in a finite orbital basis.

```lean
import Mathlib

open Finset

namespace DenominatorRank

noncomputable section

variable {n : Type*} [Fintype n]
```

## Denominators, levels and separable expansions

Collect the inverse denominators in a square real matrix $D$ with entries
$$
D_{ij}=\frac{1}{x_i+x_j}.
$$
In the code the gaps are a function `x : n → ℝ`, and $D$ is `denominatorMatrix x`. The definition itself does not require positive gaps; if a sum $x_i+x_j$ is zero, Lean sets the entry to $0$. The theorems that need positive gaps state this condition as `hx : ∀ i, 0 < x i`. When $i$ runs over all occupied–virtual pairs, the condition says that every virtual orbital lies above every occupied one, so that no denominator vanishes.

```lean
/-- The matrix of inverse energy denominators `1 / (x i + x j)` built from excitation gaps `x`. -/
def denominatorMatrix (x : n → ℝ) : Matrix n n ℝ :=
  Matrix.of fun i j => 1 / (x i + x j)
```

Several excitations may have the same gap, for instance because of spatial symmetry. What counts is the set of distinct values, called levels here. Let $r$ be their number. In Lean the set is the image of `x`, and $r$ is `(levels x).card`. Two gaps share a level only if they are equal as real numbers; near-degenerate gaps count separately.

```lean
/-- The set of distinct values taken by the gaps. -/
def levels (x : n → ℝ) : Finset ℝ := univ.image x
```

A separable expansion with $m$ terms consists of real numbers $u_{ki}$ and $v_{kj}$, with $k$ labelling the terms, such that
$$
\frac{1}{x_i+x_j}=\sum_{k} u_{ki}\,v_{kj}\qquad\text{for all } i,j .
$$
Each term is a product of a factor for the first excitation and a factor for the second. The factors need not be exponentials, and $u$ and $v$ may differ. Equality is required for every pair, including $i=j$, even where the two-electron integral that accompanies the denominator in the MP2 energy happens to vanish by symmetry or antisymmetry.

```lean
/-- The families `u` and `v` separate the denominator exactly:
`1 / (x i + x j)` is the sum over `k` of `u k i * v k j`. -/
def IsSeparableExpansion {κ : Type*} [Fintype κ] (x : n → ℝ) (u v : κ → n → ℝ) : Prop :=
  ∀ i j, 1 / (x i + x j) = ∑ k, u k i * v k j
```

## Independence of the functions $1/(t+k)$ on the levels

The lower bound on the rank comes from a statement about partial fractions. Let $s$ be a finite set of positive levels, $r$ in number, and let $k$ now run over these levels. Suppose that real coefficients $c_k$ satisfy
$$
\sum_{k\in s}\frac{c_k}{t+k}=0\qquad\text{for every } t\in s .
$$
Then every $c_k$ is zero. To see this, clear the denominators and define
$$
P(t)=\sum_{k\in s}c_k\prod_{l\in s,\;l\neq k}(t+l).
$$
Each product has $r-1$ linear factors, so $P$ has degree below $r$. At a level $t\in s$ all the sums $t+l$ are positive, and
$$
P(t)=\Bigl(\prod_{l\in s}(t+l)\Bigr)\sum_{k\in s}\frac{c_k}{t+k}=0 .
$$
Thus $P$ has $r$ distinct roots and degree below $r$, which forces it to be the zero polynomial.

Now evaluate $P$ at $t=-k$ for a chosen level $k$. Every term belonging to another level contains the factor $-k+k=0$. One term survives:
$$
0=P(-k)=c_k\prod_{l\in s,\;l\neq k}(l-k).
$$
The levels are distinct, so the product is nonzero and $c_k=0$.

The Lean proof follows this order. It first constructs `P` together with its degree bound and its values. The equation `hfac` is the clearing of denominators, where positivity supplies `t + k ≠ 0`. Mathlib's root-counting theorem then gives `P = 0`, and `Finset.sum_eq_single k` isolates the surviving term at $-k$.

```lean
/-- For a finite set of positive levels, a combination of the functions `1 / (t + k)` that
vanishes at every level `t` has only zero coefficients. -/
theorem coefficients_eq_zero (s : Finset ℝ) (hs : ∀ t ∈ s, 0 < t) (c : ℝ → ℝ)
    (h : ∀ t ∈ s, ∑ k ∈ s, c k / (t + k) = 0) : ∀ k ∈ s, c k = 0 := by
  -- the numerator after clearing denominators, a polynomial of degree below the number of levels
  obtain ⟨P, hdeg, hP⟩ : ∃ P : Polynomial ℝ, P.degree < (s.card : WithBot ℕ) ∧
      ∀ t, P.eval t = ∑ k ∈ s, c k * ∏ l ∈ s.erase k, (t + l) := by
    refine ⟨∑ k ∈ s, c k • ∏ l ∈ s.erase k, (Polynomial.X + Polynomial.C l), ?_, ?_⟩
    · rw [← Polynomial.mem_degreeLT]
      refine Submodule.sum_mem _ fun k hk => Submodule.smul_mem _ _ ?_
      rw [Polynomial.mem_degreeLT, Polynomial.degree_prod]
      simp only [Polynomial.degree_X_add_C, Finset.sum_const, nsmul_eq_mul, mul_one]
      exact_mod_cast Finset.card_erase_lt_of_mem hk
    · intro t
      simp only [Polynomial.eval_finsetSum, Polynomial.eval_smul, Polynomial.eval_prod,
        Polynomial.eval_add, Polynomial.eval_X, Polynomial.eval_C, smul_eq_mul]
  -- it vanishes at every level, hence identically
  have hroot : ∀ t ∈ s, P.eval t = 0 := by
    intro t ht
    have hfac : P.eval t = (∏ l ∈ s, (t + l)) * ∑ k ∈ s, c k / (t + k) := by
      rw [hP, Finset.mul_sum]
      refine Finset.sum_congr rfl fun k hk => ?_
      have hne : t + k ≠ 0 := (add_pos (hs t ht) (hs k hk)).ne'
      rw [← Finset.mul_prod_erase s (fun l => t + l) hk]
      field_simp
    rw [hfac, h t ht, mul_zero]
  have hzero : P = 0 :=
    Polynomial.eq_zero_of_degree_lt_of_eval_finset_eq_zero (s := s) hdeg hroot
  -- evaluation at `-k` isolates the coefficient of level `k`
  intro k hk
  have hk0 := hP (-k)
  rw [hzero, Polynomial.eval_zero, Finset.sum_eq_single k] at hk0
  · have hprod : ∏ l ∈ s.erase k, (-k + l) ≠ 0 := by
      refine Finset.prod_ne_zero_iff.mpr fun l hl hl0 => ?_
      exact (Finset.mem_erase.mp hl).1 (by linarith)
    exact (mul_eq_zero.mp hk0.symm).resolve_right hprod
  · intro j _ hjk
    rw [Finset.prod_eq_zero (Finset.mem_erase.mpr ⟨hjk.symm, hk⟩) (by ring), mul_zero]
  · intro hk'
    exact absurd hk hk'
```

## The number of terms bounds the rank

Let $k$ label the terms of an expansion again. If $m$ terms reproduce $D$ exactly, put $U_{ik}=u_{ki}$ and $V_{kj}=v_{kj}$. The expansion is then a matrix product,
$$
D=UV .
$$
The rank of a product is at most the rank of its left factor, and $U$ has $m$ columns. Hence
$$
\operatorname{rank}D\le\operatorname{rank}U\le m .
$$
No assumption on the signs of the gaps enters. In Lean the terms are labelled by an arbitrary finite type `κ`, so $m$ appears as `Fintype.card κ`. The step `hfac` establishes the factorisation, and the last line chains the two inequalities.

```lean
/-- The rank of the denominator matrix is at most the number of terms in any exact
separable expansion. -/
theorem rank_le_of_expansion {κ : Type*} [Fintype κ] (x : n → ℝ) (u v : κ → n → ℝ)
    (h : IsSeparableExpansion x u v) : (denominatorMatrix x).rank ≤ Fintype.card κ := by
  have hfac : denominatorMatrix x = (Matrix.of fun i k => u k i) * Matrix.of v := by
    ext i j
    simpa [denominatorMatrix, Matrix.mul_apply] using h i j
  rw [hfac]
  exact (Matrix.rank_mul_le_left _ _).trans (Matrix.rank_le_card_width _)
```

## An exact expansion with one term per level

An expansion with $r$ terms can be written down by grouping the excitations by level. Give each level its own term, and let $w_k$ be the level attached to term $k$. Set
$$
u_{ki}=\begin{cases}1,& x_i=w_k,\\ 0,&\text{otherwise,}\end{cases}
\qquad
v_{kj}=\frac{1}{w_k+x_j}.
$$
For a given $i$, exactly one term has $u_{ki}=1$, namely the one attached to the level $x_i$. The sum therefore reduces to
$$
\sum_k u_{ki}v_{kj}=\frac{1}{x_i+x_j}.
$$
If $m>r$, the remaining terms receive $u_{ki}=0$ for all $i$ and contribute nothing.

In the code, `e` is an injective assignment of levels to term labels in `Fin m`; it exists because $r\le m$. The function `w` returns the level attached to a used label and zero for an unused one. The factor `u` tests whether `k` is the label assigned to the level of `i`, which also switches off the unused labels.

This construction shows that $r$ terms suffice, but it is not a practical factorisation, since $r$ can be as large as the number of single excitations. It also differs in kind from a Laplace quadrature: the factor $v_{kj}$ contains a denominator that mixes the occupied and virtual energies of excitation $j$, whereas an exponential of a gap splits further into one factor per orbital.

```lean
/-- An exact separable expansion with `m` terms exists whenever `m` is at least the number
of distinct gaps. -/
theorem exists_expansion (x : n → ℝ) (m : ℕ) (hm : (levels x).card ≤ m) :
    ∃ u v : Fin m → n → ℝ, IsSeparableExpansion x u v := by
  classical
  have hcard : Fintype.card (levels x) ≤ Fintype.card (Fin m) := by
    rw [Fintype.card_coe, Fintype.card_fin]
    exact hm
  obtain ⟨e⟩ := Function.Embedding.nonempty_of_card_le hcard
  have hmem : ∀ i, x i ∈ levels x := fun i => Finset.mem_image_of_mem x (Finset.mem_univ i)
  -- each used term collects the indices that share one level
  let w : Fin m → ℝ := Function.extend e (fun l : levels x => (l : ℝ)) 0
  have hw : ∀ i, w (e ⟨x i, hmem i⟩) = x i := fun i => e.injective.extend_apply _ _ _
  refine ⟨fun k i => if k = e ⟨x i, hmem i⟩ then 1 else 0, fun k j => 1 / (w k + x j), ?_⟩
  intro i j
  simp only [ite_mul, one_mul, zero_mul, Finset.sum_ite_eq', Finset.mem_univ, if_true]
  rw [hw]
```

## The rank equals the number of levels

The upper bound $\operatorname{rank}D\le r$ follows by applying the previous two results to the expansion with exactly $r$ terms.

For the lower bound, choose for each level $k$ one excitation $g(k)$ with $x_{g(k)}=k$. Keep only these columns of $D$:
$$
B_{ik}=D_{i,g(k)}=\frac{1}{x_i+k}.
$$
Selecting columns is multiplication from the right, $B=DE$, where $E_{jk}=1$ if $j=g(k)$ and $E_{jk}=0$ otherwise. Suppose that $Bc=0$. Then
$$
\sum_k\frac{c_k}{x_i+k}=0\qquad\text{for every } i .
$$
As $i$ varies, $x_i$ reaches every level, so the independence result gives $c=0$. The matrix $B$ thus acts injectively on a space of dimension $r$ and has rank $r$. It follows that
$$
r=\operatorname{rank}B=\operatorname{rank}(DE)\le\operatorname{rank}D .
$$

The theorem states the equality as `(denominatorMatrix x).rank = (levels x).card`. The names `g`, `B` and `E` match the symbols above, and `hinj` is the injectivity of $B$. Since `coefficients_eq_zero` takes coefficients defined on all real numbers, the proof extends the vector `c` by zero away from the levels before applying it.

```lean
/-- For positive gaps, the rank of the denominator matrix equals the number of distinct gaps. -/
theorem rank_denominatorMatrix (x : n → ℝ) (hx : ∀ i, 0 < x i) :
    (denominatorMatrix x).rank = (levels x).card := by
  classical
  apply le_antisymm
  · obtain ⟨u, v, huv⟩ := exists_expansion x _ le_rfl
    simpa using rank_le_of_expansion x u v huv
  · have hlev : ∀ t ∈ levels x, ∃ i, x i = t := fun t ht => by
      simpa [levels] using ht
    choose g hg using fun k : levels x => hlev k k.2
    -- keep one column for each level
    let B : Matrix n (levels x) ℝ := Matrix.of fun i k => 1 / (x i + (k : ℝ))
    let E : Matrix n (levels x) ℝ := Matrix.of fun j k => if j = g k then 1 else 0
    have hB : B = denominatorMatrix x * E := by
      ext i k
      simp [B, E, denominatorMatrix, Matrix.mul_apply, hg]
    have hinj : Function.Injective B.mulVecLin := by
      rw [← LinearMap.ker_eq_bot, LinearMap.ker_eq_bot']
      intro c hc
      have hcoef := coefficients_eq_zero (levels x)
        (fun t ht => by obtain ⟨i, rfl⟩ := hlev t ht; exact hx i)
        (fun t => if h : t ∈ levels x then c ⟨t, h⟩ else 0)
        (fun t ht => by
          obtain ⟨i, rfl⟩ := hlev t ht
          have hi : ∑ k : levels x, 1 / (x i + (k : ℝ)) * c k = 0 := congrFun hc i
          rw [← Finset.sum_coe_sort, ← hi]
          refine Finset.sum_congr rfl fun k _ => ?_
          rw [dif_pos k.2]
          ring)
      funext k
      have hk := hcoef k k.2
      rw [dif_pos k.2] at hk
      exact hk
    have hrank : B.rank = (levels x).card := by
      unfold Matrix.rank
      rw [LinearMap.finrank_range_of_inj hinj, Module.finrank_fintype_fun_eq_card,
        Fintype.card_coe]
    rw [← hrank, hB]
    exact Matrix.rank_mul_le_left _ _
```

## The shortest exact expansion

The rank now decides which lengths are possible. If an exact expansion with $m$ terms exists, then $r=\operatorname{rank}D\le m$. Conversely, if $r\le m$, the grouped expansion with unused terms set to zero has length $m$. Therefore
$$
\text{an exact expansion with } m \text{ terms exists}\iff r\le m .
$$
The two directions of the Lean proof are these two sentences. The criterion includes the empty index type, for which $r=0$ and the expansion without terms is exact.

```lean
/-- For positive gaps, an exact separable expansion with `m` terms exists if and only if
`m` is at least the number of distinct gaps. -/
theorem exists_expansion_iff (x : n → ℝ) (hx : ∀ i, 0 < x i) (m : ℕ) :
    (∃ u v : Fin m → n → ℝ, IsSeparableExpansion x u v) ↔ (levels x).card ≤ m := by
  constructor
  · rintro ⟨u, v, huv⟩
    rw [← rank_denominatorMatrix x hx]
    simpa using rank_le_of_expansion x u v huv
  · exact exists_expansion x m
```

## Consequence for Laplace quadrature

For positive gaps the Laplace transform gives
$$
\frac{1}{x_i+x_j}=\int_0^\infty e^{-(x_i+x_j)\tau}\,d\tau .
$$
A quadrature with nodes $t_k$ and weights $w_k$ (no longer the levels of the grouped expansion) replaces the integral by a sum, and every term of that sum separates:
$$
\sum_{k}w_k e^{-(x_i+x_j)t_k}
=\sum_{k}\bigl(w_k e^{-x_i t_k}\bigr)\bigl(e^{-x_j t_k}\bigr).
$$
If the quadrature were exact for all pairs, it would be a separable expansion with $u_{ki}=w_ke^{-x_it_k}$ and $v_{kj}=e^{-x_jt_k}$. With $m<r$ points this contradicts the criterion. So at least one pair $i,j$, possibly with $i=j$, has a wrong denominator.

The formal theorem concerns the finite sum and does not involve the integral. Its nodes and weights are arbitrary real numbers, so negative weights or nodes do not help, and neither does fitting them to the particular gaps. The proof assumes exactness for all pairs, forms the two factors given above, and recombines the exponentials with `Real.exp_add`.

The conclusion is about exactness and puts no size on the error. A quadrature with far fewer than $r$ points can still be accurate enough for an MP2 energy, and the choice of points in a calculation remains a question of tolerance. Nor does the theorem say that $r$ points suffice for a sum of exponentials: the exact expansion constructed earlier uses factors of another kind.

```lean
/-- A Laplace quadrature with fewer points than distinct positive gaps misses the exact inverse
denominator for at least one pair of gaps, whatever its real nodes `t` and weights `w`. -/
theorem laplace_quadrature_inexact (x : n → ℝ) (hx : ∀ i, 0 < x i) (m : ℕ)
    (hm : m < (levels x).card) (w t : Fin m → ℝ) :
    ∃ i j, ∑ k, w k * Real.exp (-(x i + x j) * t k) ≠ 1 / (x i + x j) := by
  by_contra hcon
  have hall : ∀ i j, ∑ k, w k * Real.exp (-(x i + x j) * t k) = 1 / (x i + x j) := by
    intro i j
    by_contra hij
    exact hcon ⟨i, j, hij⟩
  -- the exponential of a sum of gaps splits into one factor for each gap
  refine absurd ((exists_expansion_iff x hx m).mp
    ⟨fun k i => w k * Real.exp (-x i * t k), fun k j => Real.exp (-x j * t k), ?_⟩)
    (not_le_of_gt hm)
  intro i j
  rw [← hall i j]
  refine Finset.sum_congr rfl fun k _ => ?_
  rw [mul_assoc, ← Real.exp_add]
  congr 2
  ring
```

## Full rank without degeneracies

If all gaps are different, the number of levels equals the number of excitations, and $D$ has full rank:
$$
\operatorname{rank}D=|n| .
$$
Here $|n|$ is the number of elements of the index type, `Fintype.card n`, and the absence of degeneracies is expressed as `Function.Injective x`. The proof replaces the rank by the number of levels and uses the fact that an injective function has as many values as arguments. For such a finite set of MP2 gaps, an exact expansion into products of one factor for each of the two single excitations needs at least as many terms as there are single excitations, so any shorter expansion of this kind is an approximation.

```lean
/-- If the positive gaps are pairwise distinct, the denominator matrix has full rank. -/
theorem rank_of_nondegenerate (x : n → ℝ) (hx : ∀ i, 0 < x i) (hinj : Function.Injective x) :
    (denominatorMatrix x).rank = Fintype.card n := by
  rw [rank_denominatorMatrix x hx, levels, Finset.card_image_of_injective _ hinj,
    Finset.card_univ]

end

end DenominatorRank
```

```lean
#print axioms DenominatorRank.rank_denominatorMatrix
#print axioms DenominatorRank.laplace_quadrature_inexact
#print axioms DenominatorRank.rank_of_nondegenerate
```

```
'DenominatorRank.rank_denominatorMatrix' depends on axioms: [propext, Classical.choice, Quot.sound]
'DenominatorRank.laplace_quadrature_inexact' depends on axioms: [propext, Classical.choice, Quot.sound]
'DenominatorRank.rank_of_nondegenerate' depends on axioms: [propext, Classical.choice, Quot.sound]
```
